# Nodeless orbitals with a fitted energy and zero contact density in a Coulomb potential with inverse-square core repulsion

For real $s\ge 1$ and $Z>0$, the normalized radial function $u(r)=A\,r^s e^{-Zr/s}$ with $A>0$ has no node at $r>0$ and satisfies there, in atomic units,

$$-\tfrac12u''+\left(\frac{s(s-1)}{2r^2}-\frac Zr\right)u=-\frac{Z^2}{2s^2}\,u .$$

As $r\to0$ from the right, $(u/r)^2$ tends to $4Z^3$ if $s=1$ and to $0$ if $s>1$. Consequently, every energy strictly between $-Z^2/2$ and $0$ belongs to a normalized, nodeless orbital of this family whose contact density is zero, provided that the strength of the core repulsion may be adjusted to the energy.

For a single electron, the Fermi contact coupling is proportional to the orbital's density at the nucleus. This one-electron, one-parameter model shows that an effective core potential can reproduce a valence energy with an orbital that has no density there.

```lean
import Mathlib

open MeasureTheory Set Filter Topology

namespace CorePotentialContactDensity

noncomputable section
```

## A Coulomb well with a repulsive core

Here $r$ is the distance from the nucleus, $Z$ is the charge in the Coulomb term, and $u$ is $r$ times the radial wave function. For a spherically symmetric orbital the density at the nucleus is the limit of $(u/r)^2/(4\pi)$, so $(u/r)^2$ measures the contact density up to a fixed factor. The trial form has an amplitude $A$, an exponent $s$ and a decay constant $\kappa$:

$$u(r)=A\,r^s e^{-\kappa r}.$$

```lean
/-- The radial function `A r^s exp(-κ r)` with amplitude `A`, exponent `s` and decay
constant `κ`, used for `r > 0`. -/
def orbital (A s κ r : ℝ) : ℝ := A * r ^ s * Real.exp (-(κ * r))
```

All arguments are real numbers, and `r ^ s` is a real power, so $s$ need not be an integer. The definition applies to every real `r`, but only $r>0$ has physical meaning.

The Hamiltonian contains the kinetic energy, the Coulomb attraction and the term $s(s-1)/(2r^2)$. This last term is postulated: for $s>1$ it is a repulsion that stands in for the orthogonality of a valence orbital to the core orbitals. A true valence s orbital meets that condition by having nodes, and it keeps a nonzero density at the nucleus. The repulsion term vanishes at $s=1$, which leaves the hydrogen-like problem.

```lean
/-- The radial Hamiltonian `-u''/2 + (s(s-1)/(2r²) - Z/r) u` in atomic units,
for `r > 0`. -/
def hamiltonian (s Z : ℝ) (u : ℝ → ℝ) (r : ℝ) : ℝ :=
  -deriv (deriv u) r / 2 + (s * (s - 1) / (2 * r ^ 2) - Z / r) * u r
```

The function `hamiltonian s Z u r` is the left-hand side of the radial equation at the point `r`, with the second derivative written as `deriv (deriv u) r`. The same `s` sets the repulsion here and the exponent of the orbital.

The amplitude that gives unit norm, derived below from a Gamma integral, is

$$A=\sqrt{\frac{(2\kappa)^{2s+1}}{\Gamma(2s+1)}} .$$

```lean
/-- The amplitude `√((2κ)^(2s+1) / Γ(2s+1))`, for `s > 0` and `κ > 0`. -/
def amplitude (s κ : ℝ) : ℝ :=
  √((2 * κ) ^ (2 * s + 1) / Real.Gamma (2 * s + 1))
```

With $\kappa=Z/s$, this gives the normalized orbital of the opening statement.

```lean
/-- The radial function `r^s exp(-Z r/s)` multiplied by the amplitude for `κ = Z/s`,
for `s > 0` and `Z > 0`. -/
def fitted (s Z : ℝ) : ℝ → ℝ := orbital (amplitude s (Z / s)) s (Z / s)
```

## Two derivatives and the matching decay constant

The product rule gives, for $r>0$,

$$u'=A\left(s\,r^{s-1}-\kappa\,r^s\right)e^{-\kappa r}=\left(\frac sr-\kappa\right)u .$$

```lean
/-- At `r > 0` the orbital is differentiable, and its first derivative is the orbital times
`s/r - κ`. -/
theorem hasDerivAt_orbital (A s κ : ℝ) {r : ℝ} (hr : 0 < r) :
    HasDerivAt (orbital A s κ) ((s / r - κ) * orbital A s κ r) r := by
  have h1 : HasDerivAt (fun x : ℝ => x ^ s) (s * r ^ (s - 1)) r :=
    Real.hasDerivAt_rpow_const (Or.inl hr.ne')
  have h2 : HasDerivAt (fun x : ℝ => Real.exp (-(κ * x)))
      (Real.exp (-(κ * r)) * (-(κ * 1))) r :=
    (((hasDerivAt_id' r).const_mul κ).fun_neg).exp
  have h : HasDerivAt (orbital A s κ) _ r := (h1.const_mul A).fun_mul h2
  refine h.congr_deriv ?_
  simp only [orbital, Real.rpow_sub_one hr.ne']
  ring
```

The facts `h1` and `h2` are the derivatives of the power and of the exponential. After the product rule, `Real.rpow_sub_one` replaces $r^{s-1}$ by $r^s/r$, and `ring` finishes the algebra. `HasDerivAt` states that the derivative exists as well as what it is; this matters because Lean's `deriv` returns zero where a function is not differentiable.

Differentiating once more,

$$u''=\left[-\frac{s}{r^2}+\left(\frac sr-\kappa\right)^2\right]u
=\left[\frac{s(s-1)}{r^2}-\frac{2s\kappa}{r}+\kappa^2\right]u .$$

```lean
/-- At `r > 0` the second derivative of the orbital is the orbital times
`s(s-1)/r² - 2sκ/r + κ²`. -/
theorem hasDerivAt_deriv_orbital (A s κ : ℝ) {r : ℝ} (hr : 0 < r) :
    HasDerivAt (deriv (orbital A s κ))
      ((s * (s - 1) / r ^ 2 - 2 * s * κ / r + κ ^ 2) * orbital A s κ r) r := by
  have h1 : HasDerivAt (fun x : ℝ => s * x⁻¹ - κ) (s * -(r ^ 2)⁻¹) r :=
    ((hasDerivAt_inv hr.ne').const_mul s).sub_const κ
  have h := h1.fun_mul (hasDerivAt_orbital A s κ hr)
  -- the first-derivative formula holds in a whole neighbourhood of r
  have he : deriv (orbital A s κ) =ᶠ[𝓝 r]
      fun x => (s * x⁻¹ - κ) * orbital A s κ x := by
    filter_upwards [Ioi_mem_nhds hr] with x hx
    rw [(hasDerivAt_orbital A s κ hx).deriv, div_eq_mul_inv]
  refine (h.congr_of_eventuallyEq he).congr_deriv ?_
  show s * -(r ^ 2)⁻¹ * orbital A s κ r
    + (s * r⁻¹ - κ) * ((s / r - κ) * orbital A s κ r) = _
  ring
```

A second derivative at $r$ requires the formula for $u'$ near $r$, not only at $r$. The step `he` supplies it, since all points close enough to a positive $r$ are positive. The product rule then applies to $(s/x-\kappa)\,u(x)$.

Inserting $u''$ into the Hamiltonian cancels the inverse-square terms:

$$-\tfrac12u''+\left(\frac{s(s-1)}{2r^2}-\frac Zr\right)u
=\left[\frac{s\kappa-Z}{r}-\frac{\kappa^2}{2}\right]u .$$

The Coulomb terms cancel when $\kappa=Z/s$, and what remains is the energy $-\kappa^2/2=-Z^2/(2s^2)$.

```lean
/-- For `s > 0` and decay constant `Z/s`, the orbital solves the radial equation at every
`r > 0` with energy `-Z²/(2s²)`. -/
theorem hamiltonian_orbital (A Z : ℝ) {s r : ℝ} (hs : 0 < s) (hr : 0 < r) :
    hamiltonian s Z (orbital A s (Z / s)) r
      = -Z ^ 2 / (2 * s ^ 2) * orbital A s (Z / s) r := by
  -- the choice of decay constant matches the Coulomb term
  have key : 2 * s * (Z / s) = 2 * Z := by field_simp
  rw [hamiltonian, (hasDerivAt_deriv_orbital A s (Z / s) hr).deriv, key]
  ring
```

The equality `key` expresses the choice of decay constant as $2s(Z/s)=2Z$. The result holds for any amplitude `A` and any $s>0$.

## The norm from a Gamma integral

Squaring the orbital gives $u^2=A^2r^{2s}e^{-2\kappa r}$. For $s,\kappa>0$, the substitution $t=2\kappa r$ yields

$$\int_0^\infty u^2\,dr
=\frac{A^2}{(2\kappa)^{2s+1}}\int_0^\infty t^{2s}e^{-t}\,dt
=A^2\,\frac{\Gamma(2s+1)}{(2\kappa)^{2s+1}} .$$

```lean
/-- For `s > 0` and `κ > 0` the squared norm of the orbital on the half line is
`A² Γ(2s+1) / (2κ)^(2s+1)`. -/
theorem integral_orbital_sq (A : ℝ) {s κ : ℝ} (hs : 0 < s) (hκ : 0 < κ) :
    ∫ r in Ioi (0 : ℝ), orbital A s κ r ^ 2
      = A ^ 2 * (Real.Gamma (2 * s + 1) / (2 * κ) ^ (2 * s + 1)) := by
  have h := Real.integral_rpow_mul_exp_neg_mul_Ioi (a := 2 * s + 1) (r := 2 * κ)
    (by linarith) (by linarith)
  have e : ∫ r in Ioi (0 : ℝ), orbital A s κ r ^ 2
      = ∫ t in Ioi (0 : ℝ),
          A ^ 2 * (t ^ (2 * s + 1 - 1) * Real.exp (-(2 * κ * t))) := by
    refine setIntegral_congr_fun measurableSet_Ioi (fun t ht => ?_)
    have ht' : 0 < t := ht
    show (A * t ^ s * Real.exp (-(κ * t))) ^ 2
      = A ^ 2 * (t ^ (2 * s + 1 - 1) * Real.exp (-(2 * κ * t)))
    have h1 : t ^ (2 * s + 1 - 1) = t ^ s * t ^ s := by
      rw [← Real.rpow_add ht']
      congr 1
      ring
    have h2 : Real.exp (-(2 * κ * t)) = Real.exp (-(κ * t)) * Real.exp (-(κ * t)) := by
      rw [← Real.exp_add]
      congr 1
      ring
    rw [h1, h2]
    ring
  rw [e, integral_const_mul, h, one_div, Real.inv_rpow (by positivity)]
  ring
```

The set `Ioi 0` is the open half line $r>0$. The step `e` rewrites the squared orbital in the form required by Mathlib's Gamma integral, which already includes the scaling by $2\kappa$.

Setting the norm to one and taking the positive root gives the amplitude defined above.

```lean
/-- For `s > 0` and `κ > 0` the chosen amplitude is positive and gives the orbital
unit norm. -/
theorem amplitude_normalizes {s κ : ℝ} (hs : 0 < s) (hκ : 0 < κ) :
    0 < amplitude s κ ∧
      ∫ r in Ioi (0 : ℝ), orbital (amplitude s κ) s κ r ^ 2 = 1 := by
  have hG : 0 < Real.Gamma (2 * s + 1) := Real.Gamma_pos_of_pos (by linarith)
  have hP : 0 < (2 * κ) ^ (2 * s + 1) := Real.rpow_pos_of_pos (by linarith) _
  have key : ∀ P G : ℝ, 0 < P → 0 < G → P / G * (G / P) = 1 :=
    fun P G hP hG => by field_simp
  refine ⟨Real.sqrt_pos.2 (div_pos hP hG), ?_⟩
  rw [integral_orbital_sq _ hs hκ, amplitude, Real.sq_sqrt (div_pos hP hG).le]
  exact key _ _ hP hG
```

The Gamma function and the power are both positive, so the square root is positive and its square is the expression under it. That expression cancels the factor from the norm integral.

For $s=1$ we have $\Gamma(3)=2$, and therefore

$$A^2=\frac{(2\kappa)^3}{2}=4\kappa^3 .$$

```lean
/-- For `s = 1` and `κ > 0` the squared amplitude is `4κ³`. -/
theorem amplitude_one_sq {κ : ℝ} (hκ : 0 < κ) : amplitude 1 κ ^ 2 = 4 * κ ^ 3 := by
  have hG : Real.Gamma (2 * 1 + 1) = 2 := by
    rw [show (2 * 1 + 1 : ℝ) = ((2 : ℕ) : ℝ) + 1 by norm_num,
      Real.Gamma_nat_eq_factorial]
    norm_num [Nat.factorial]
  have hP : (2 * κ) ^ (2 * 1 + 1 : ℝ) = 8 * κ ^ 3 := by
    rw [show (2 * 1 + 1 : ℝ) = ((3 : ℕ) : ℝ) by norm_num, Real.rpow_natCast]
    ring
  rw [amplitude, hP, hG, Real.sq_sqrt (by positivity)]
  ring
```

The Gamma value comes from $\Gamma(n+1)=n!$ at $n=2$.

## The limit at the nucleus

Dividing the orbital by $r$ removes one power:

$$\left(\frac{u}{r}\right)^2=\left(A\,r^{s-1}e^{-\kappa r}\right)^2 .$$

The exponential tends to one. If $s=1$, the power is identically one and the limit is $A^2$. If $s>1$, the power tends to zero, and so does the whole expression.

```lean
/-- For `s ≥ 1` the quantity `(u/r)²` of the orbital tends at the nucleus to `A²` if
`s = 1` and to zero otherwise. -/
theorem tendsto_contact (A κ : ℝ) {s : ℝ} (hs : 1 ≤ s) :
    Tendsto (fun r => (orbital A s κ r / r) ^ 2) (𝓝[>] 0)
      (𝓝 (if s = 1 then A ^ 2 else 0)) := by
  have hp : Continuous fun r : ℝ => r ^ (s - 1) :=
    Real.continuous_rpow_const (by linarith)
  have hc : Continuous fun r : ℝ => (A * r ^ (s - 1) * Real.exp (-(κ * r))) ^ 2 :=
    ((continuous_const.mul hp).mul (by fun_prop)).pow 2
  have h0 : (A * (0 : ℝ) ^ (s - 1) * Real.exp (-(κ * 0))) ^ 2
      = if s = 1 then A ^ 2 else 0 := by
    split_ifs with h
    · simp [h]
    · simp [Real.zero_rpow (sub_ne_zero.mpr h)]
  rw [← h0]
  -- away from the nucleus one power of r cancels
  refine ((hc.tendsto 0).mono_left nhdsWithin_le_nhds).congr' ?_
  filter_upwards [self_mem_nhdsWithin] with r hr
  have hr' : 0 < r := hr
  simp only [orbital, Real.rpow_sub_one hr'.ne']
  ring
```

The notation `𝓝[>] 0` means that $r$ approaches zero from the right. The proof uses the continuity of the right-hand expression, `hc`, and its value at zero, `h0`, where `split_ifs` separates the two cases. The two sides agree for every $r>0$, so the limit carries over to $(u/r)^2$.

Now set $\kappa=Z/s$ and use the normalizing amplitude. At $s=1$ the decay constant is $Z$, so the limit $A^2$ equals $4Z^3$. Positivity of $u$ follows from that of its three factors.

```lean
/-- For `s ≥ 1` and `Z > 0` the fitted orbital is nodeless on `r > 0`, has energy
`-Z²/(2s²)` and unit norm, and its `(u/r)²` tends at the nucleus to `4Z³` if `s = 1`
and to zero if `s > 1`. -/
theorem fitted_contact_density {s Z : ℝ} (hs : 1 ≤ s) (hZ : 0 < Z) :
    (∀ r, 0 < r → 0 < fitted s Z r ∧
      hamiltonian s Z (fitted s Z) r = -Z ^ 2 / (2 * s ^ 2) * fitted s Z r) ∧
    ∫ r in Ioi (0 : ℝ), fitted s Z r ^ 2 = 1 ∧
    Tendsto (fun r => (fitted s Z r / r) ^ 2) (𝓝[>] 0)
      (𝓝 (if s = 1 then 4 * Z ^ 3 else 0)) := by
  have hs0 : 0 < s := by linarith
  obtain ⟨hA, hN⟩ := amplitude_normalizes hs0 (div_pos hZ hs0)
  refine ⟨fun r hr => ⟨?_, hamiltonian_orbital _ Z hs0 hr⟩, hN, ?_⟩
  · exact mul_pos (mul_pos hA (Real.rpow_pos_of_pos hr s)) (Real.exp_pos _)
  · have h := tendsto_contact (amplitude s (Z / s)) (Z / s) hs
    have e : (if s = 1 then amplitude s (Z / s) ^ 2 else 0)
        = if s = 1 then 4 * Z ^ 3 else 0 := by
      split_ifs with h1
      · rw [h1, div_one, amplitude_one_sq hZ]
      · rfl
    rw [e] at h
    exact h
```

Read in words, the theorem takes $s\ge1$ and $Z>0$ and states three things about `fitted s Z`. It is positive and satisfies the radial equation at every $r>0$; its square integrates to one over the half line; and its contact quantity has the limit given by the `if` expression. The proof combines the earlier results and inserts the value of the squared amplitude in the case $s=1$.

## Choosing the exponent from the energy

Let $-Z^2/2<E<0$ and put $q=\sqrt{-2E}$. Then $0<q<Z$, so $s=Z/q$ is greater than one, and

$$-\frac{Z^2}{2s^2}=-\frac{q^2}{2}=E .$$

The orbital with this exponent has the prescribed energy and zero contact density.

```lean
/-- For `Z > 0`, every energy `E` with `-Z²/2 < E < 0` is reproduced by some `s > 1` whose
fitted orbital is nodeless on `r > 0`, normalized, and has zero contact density. -/
theorem energy_fit_with_zero_contact {Z E : ℝ} (hZ : 0 < Z)
    (hE : -Z ^ 2 / 2 < E) (hE0 : E < 0) :
    ∃ s, 1 < s ∧
      (∀ r, 0 < r → 0 < fitted s Z r ∧
        hamiltonian s Z (fitted s Z) r = E * fitted s Z r) ∧
      ∫ r in Ioi (0 : ℝ), fitted s Z r ^ 2 = 1 ∧
      Tendsto (fun r => (fitted s Z r / r) ^ 2) (𝓝[>] 0) (𝓝 0) := by
  obtain ⟨q, hq, hq2⟩ : ∃ q : ℝ, 0 < q ∧ q ^ 2 = -2 * E :=
    ⟨√(-2 * E), Real.sqrt_pos.2 (by linarith), Real.sq_sqrt (by linarith)⟩
  -- the exponent that fits the energy is Z / √(-2E)
  have hs : 1 < Z / q := by
    rw [one_lt_div hq]
    nlinarith
  have hen : -Z ^ 2 / (2 * (Z / q) ^ 2) = E := by
    rw [show E = -q ^ 2 / 2 by linarith]
    field_simp
  obtain ⟨h1, h2, h3⟩ := fitted_contact_density hs.le hZ
  rw [if_neg hs.ne'] at h3
  rw [hen] at h1
  exact ⟨Z / q, hs, h1, h2, h3⟩

end

end CorePotentialContactDensity
```

The proof obtains `q` from the square root, shows $s>1$ in `hs`, and identifies the energy in `hen`. The preceding theorem supplies the rest, with its `if` expression resolved to zero. Since $s$ also appears in `hamiltonian s Z`, fitting the energy changes the potential together with the orbital.

The radial equation is established pointwise for $r>0$. The theorems do not construct a self-adjoint Hamiltonian, and they do not identify the orbital as a ground state. The model has a single electron in a single radial channel, and its repulsion extends over all $r$ as $1/r^2$, whereas the core repulsion in a practical effective core potential is short-ranged. The zero contact density for $s>1$ comes from the $1/r^2$ singularity at the nucleus, not from the long range. It is no general property of pseudo-orbitals: in a potential that stays finite at the nucleus, a nodeless orbital without angular momentum has a nonzero density there.

```lean
#print axioms CorePotentialContactDensity.energy_fit_with_zero_contact
```

```
'CorePotentialContactDensity.energy_fit_with_zero_contact' depends on axioms: [propext, Classical.choice, Quot.sound]
```
